# The projector $|u\rangle\langle v|$ with $\langle v,u\rangle=1$ has norm $\|u\|\,\|v\|$, which is one exactly when the projector is orthogonal

## A mode projector that makes a state ten times longer

Let $\lambda$ be a nondegenerate eigenvalue of a non-Hermitian Hamiltonian $H$, with right mode $u$ and left mode $v$, so that $Hu=\lambda u$ and $H^\dagger v=\bar\lambda v$. The inner product is linear in its second slot, and the modes are scaled so that $\langle v,u\rangle=1$. The part of a state $x$ that lies in this mode is then $Px=\langle v,x\rangle u$.

I tried this on two levels with a one-way coupling,

$$H=\begin{pmatrix}0.1&1\\0&0\end{pmatrix},\qquad u=(1,0),\qquad v=(1,10),\qquad \lambda=0.1 .$$

The map satisfies $P^2=P$, as a projector should. But it sends the unit vector $(0,1)$ to $(10,0)$, and I thought that projectors never lengthen a vector. Have I normalised the modes badly? If not, what sets the factor, when does it go away, and does it affect how strongly a perturbation moves the eigenvalue?

## The factor is the product of the two mode lengths

Your normalisation is fine. Only orthogonal projectors are guaranteed not to lengthen vectors, and yours is oblique: it projects onto the line of $u$ along the vectors orthogonal to $v$. Its largest stretching factor is $\|u\|\,\|v\|$, here $\sqrt{101}\approx10.05$. Rescaling $u$ by a nonzero number forces the inverse change of length on $v$, so no choice of scale removes the factor.

**Idempotence.** Applying the map twice gives

$$P(Px)=\langle v,x\rangle\langle v,u\rangle u ,$$

which equals $Px$ if $\langle v,u\rangle=1$. Conversely, let $u$ and $v$ be nonzero and $P^2=P$. At $x=v$ this reads $\|v\|^2\langle v,u\rangle u=\|v\|^2u$, and cancelling $u$ and $\|v\|^2$ leaves $\langle v,u\rangle=1$.

**The norm.** The operator norm $\|P\|$ is the smallest constant $C\ge 0$ with $\|Px\|\le C\|x\|$ for all $x$. By Cauchy-Schwarz,

$$\|Px\|=|\langle v,x\rangle|\,\|u\|\le\|u\|\,\|v\|\,\|x\| .$$

For $v\neq0$ the choice $x=v$ gives equality, and for $v=0$ both $P$ and the product vanish. Hence $\|P\|=\|u\|\,\|v\|$. With $\langle v,u\rangle=1$, Cauchy-Schwarz also gives $1=|\langle v,u\rangle|\le\|v\|\,\|u\|=\|P\|$.

**The excess over one.** Put $w=u/\|u\|^2$. This is the left vector that $u$ would have if the projector onto it were orthogonal. Then $\langle v,w\rangle=1/\|u\|^2$ and $\|w\|^2=1/\|u\|^2$, so

$$\|v-w\|^2=\|v\|^2-\frac{2}{\|u\|^2}+\frac{1}{\|u\|^2}=\|v\|^2-\frac1{\|u\|^2}.$$

Multiplying by $\|u\|^2$ and rearranging gives

$$\|P\|^2=1+\|u\|^2\,\|v-w\|^2 .$$

The norm is therefore one exactly when $v=w$. In your example $w=(1,0)$, and the distance from $v$ to $w$ is 10, which gives $\|P\|^2=101$.

**Hermiticity.** The same condition makes $P$ Hermitian. If $v=w$, then $\langle Px,y\rangle$ and $\langle x,Py\rangle$ both equal $\langle x,u\rangle\langle u,y\rangle/\|u\|^2$. Conversely, suppose that $\langle Px,y\rangle=\langle x,Py\rangle$ for all $x$ and $y$, and take $x=u$. Since $Pu=u$, this says $\langle u,y\rangle=\langle v,y\rangle\|u\|^2$ for every $y$, so $\langle v-w,y\rangle=0$ for every $y$ and $v=w$.

**Sensitivity to a perturbation.** Let $H$ change to $H+\varepsilon V$, and let the eigenvalue and right mode have first-order expansions $\lambda+\varepsilon\lambda'$ and $u+\varepsilon u'$. The terms of order $\varepsilon$ give $Hu'+Vu=\lambda u'+\lambda'u$. Pairing with $v$ cancels the terms in $u'$, because $\langle v,Hu'\rangle=\lambda\langle v,u'\rangle$, and leaves $\lambda'=\langle v,Vu\rangle$. For bounded $V$,

$$|\langle v,Vu\rangle|\le\|v\|\,\|Vu\|\le\|v\|\,\|V\|\,\|u\|=\|P\|\,\|V\| .$$

The bound is attained by $V=|v\rangle\langle u|$, the map $x\mapsto\langle u,x\rangle v$. Here $Vu=\|u\|^2v$, so the matrix element is $\|u\|^2\|v\|^2$. This equals $\|P\|\,\|V\|$, since both norms are $\|u\|\,\|v\|$. In your model a perturbation of unit norm can thus shift the eigenvalue at a first-order rate of up to $\sqrt{101}$, whereas for a Hermitian Hamiltonian the rate is at most one.

**Arbitrarily large factors.** Replace your left mode by $v=(1,t)$ with $t$ real and keep $u=(1,0)$. Then $\langle v,u\rangle=1$ and $\|P\|^2=1+t^2$. For a one-way coupling $b$ and a level spacing $\delta\neq0$, both real, $t=b/\delta$, so the factor grows as the levels approach each other at fixed nonzero coupling. This needs at least two dimensions: in one dimension $\langle v,u\rangle=1$ already forces $v=u/\|u\|^2$.

### The same statements in Lean

The space `E` is any complex inner-product space, of finite or infinite dimension, complete or not. The notation `⟪v, x⟫_ℂ` is the inner product in your convention, conjugate-linear in the first slot.

`dyad u v` is $|u\rangle\langle v|$, with the ket vector as its first argument. Its type `E →L[ℂ] E` is that of bounded linear operators on `E`, so `‖dyad u v‖` is the operator norm. The name `orthDual u` stands for $w=u/\|u\|^2$; it is a local name and not a textbook term. `IsIdempotentElem (dyad u v)` says $P^2=P$, where the product is composition.

The central theorem, `oblique_projector_norm`, has the single hypothesis `⟪v, u⟫_ℂ = 1`. Physically this is the biorthogonal normalisation of one left-right pair, and it can be arranged by scaling whenever the overlap is nonzero. At an exceptional point, where the left and right modes are orthogonal, it can't. The theorem has four conclusions: $P$ is idempotent, its norm is $\|u\|\,\|v\|$, this norm is at least one, and it equals one if and only if $v=u/\|u\|^2$.

The other theorems read as follows.

- `dyad_idempotent_iff` is the equivalence of idempotence and unit overlap for nonzero vectors.
- `norm_sq_excess` is the formula for $\|P\|^2-1$.
- `hermitian_iff` states Hermiticity as $\langle Px,y\rangle=\langle x,Py\rangle$ for all $x,y$, which makes sense without completeness.
- `matrix_element_le` and `matrix_element_attained` hold for every pair $u,v$, with no condition on the overlap. Without unit overlap, $P$ in them is just the dyad.
- `oblique_projector_witness` is the family $v=(1,t)$ in $\mathbb C^2$.

No Hamiltonian appears in these statements. The step to your system is the identification of $u$ and $v$ with its right and left eigenvectors, which is also what turns $\langle v,Vu\rangle$ into an eigenvalue shift.

```lean
import Mathlib

open scoped InnerProductSpace

namespace ObliqueProjectorNorm

noncomputable section

variable {E : Type*} [NormedAddCommGroup E] [InnerProductSpace ℂ E]

/-- The dyad `|u⟩⟨v|`, the bounded operator that sends `x` to `⟨v, x⟩ u`. -/
def dyad (u v : E) : E →L[ℂ] E := (innerSL ℂ v).smulRight u

/-- The vector `u / ‖u‖²`, for nonzero `u`. -/
def orthDual (u : E) : E := (((‖u‖ ^ 2)⁻¹ : ℝ) : ℂ) • u

/-- The dyad `|u⟩⟨v|` acts on a state `x` as `⟨v, x⟩ u`. -/
theorem dyad_apply (u v x : E) : dyad u v x = ⟪v, x⟫_ℂ • u := rfl

private lemma inner_self_real (u : E) : ⟪u, u⟫_ℂ = ((‖u‖ ^ 2 : ℝ) : ℂ) :=
  (inner_self_eq_norm_sq_to_K (𝕜 := ℂ) u).trans (Complex.ofReal_pow ‖u‖ 2).symm

private lemma ne_zero_of_pairing {u v : E} (h : ⟪v, u⟫_ℂ = 1) : u ≠ 0 ∧ v ≠ 0 := by
  constructor
  · rintro rfl
    simp at h
  · rintro rfl
    simp at h

/-- For nonzero `u` and `v`, the dyad `|u⟩⟨v|` is a projector exactly when `⟨v, u⟩ = 1`. -/
theorem dyad_idempotent_iff {u v : E} (hu : u ≠ 0) (hv : v ≠ 0) :
    IsIdempotentElem (dyad u v) ↔ ⟪v, u⟫_ℂ = 1 := by
  constructor
  · intro hP
    -- compare both sides on the vector `v`
    have h1 : dyad u v (dyad u v v) = dyad u v v :=
      congrArg (fun T : E →L[ℂ] E => T v) hP.eq
    rw [dyad_apply u v v, dyad_apply, inner_smul_right] at h1
    have h2 : ⟪v, v⟫_ℂ * ⟪v, u⟫_ℂ = ⟪v, v⟫_ℂ := smul_left_injective ℂ hu h1
    exact mul_left_cancel₀ (inner_self_ne_zero.mpr hv) (h2.trans (mul_one _).symm)
  · intro h
    refine ContinuousLinearMap.ext fun x => ?_
    change dyad u v (dyad u v x) = dyad u v x
    rw [dyad_apply u v x, dyad_apply, inner_smul_right, h, mul_one]

/-- The operator norm of the dyad `|u⟩⟨v|` is `‖u‖ ‖v‖`. -/
theorem norm_dyad (u v : E) : ‖dyad u v‖ = ‖u‖ * ‖v‖ := by
  rw [dyad, ContinuousLinearMap.norm_smulRight_apply, innerSL_apply_norm, mul_comm]

/-- If `⟨v, u⟩ = 1`, the squared norm of the projector `|u⟩⟨v|` exceeds one by `‖u‖²` times
the squared distance of `v` from `u / ‖u‖²`. -/
theorem norm_sq_excess {u v : E} (h : ⟪v, u⟫_ℂ = 1) :
    ‖dyad u v‖ ^ 2 = 1 + ‖u‖ ^ 2 * ‖v - orthDual u‖ ^ 2 := by
  have hn : ‖u‖ ≠ 0 := norm_ne_zero_iff.mpr (ne_zero_of_pairing h).1
  have h1 : RCLike.re ⟪v, orthDual u⟫_ℂ = (‖u‖ ^ 2)⁻¹ := by
    rw [orthDual, inner_smul_right, h, mul_one]
    exact Complex.ofReal_re _
  have h2 : ‖orthDual u‖ = (‖u‖ ^ 2)⁻¹ * ‖u‖ := by
    rw [orthDual, norm_smul, Complex.norm_real, Real.norm_of_nonneg (by positivity)]
  have h3 : ‖u‖ ^ 2 * (‖u‖ ^ 2)⁻¹ = 1 := mul_inv_cancel₀ (pow_ne_zero 2 hn)
  -- expand the square of the distance
  rw [norm_dyad, norm_sub_sq (𝕜 := ℂ), h1, h2]
  generalize (‖u‖ ^ 2)⁻¹ = c at h3 ⊢
  linear_combination (-(‖u‖ ^ 2 * c - 1)) * h3

/-- If `⟨v, u⟩ = 1`, the map `x ↦ ⟨v, x⟩ u` is a projector of operator norm `‖u‖ ‖v‖`.
This norm is at least one, and it equals one exactly when `v = u / ‖u‖²`. -/
theorem oblique_projector_norm {u v : E} (h : ⟪v, u⟫_ℂ = 1) :
    IsIdempotentElem (dyad u v) ∧ ‖dyad u v‖ = ‖u‖ * ‖v‖ ∧ 1 ≤ ‖dyad u v‖ ∧
      (‖dyad u v‖ = 1 ↔ v = orthDual u) := by
  obtain ⟨hu, hv⟩ := ne_zero_of_pairing h
  have e := norm_sq_excess h
  refine ⟨(dyad_idempotent_iff hu hv).mpr h, norm_dyad u v, ?_, ?_, ?_⟩
  · -- the lower bound is the Cauchy-Schwarz inequality
    have hcs := norm_inner_le_norm (𝕜 := ℂ) v u
    rw [h, norm_one] at hcs
    rw [norm_dyad, mul_comm]
    exact hcs
  · intro h1
    rw [h1] at e
    have h0 : ‖u‖ ^ 2 * ‖v - orthDual u‖ ^ 2 = 0 := by linarith
    rcases mul_eq_zero.mp h0 with h2 | h2
    · exact absurd h2 (pow_ne_zero 2 (norm_ne_zero_iff.mpr hu))
    · exact sub_eq_zero.mp (norm_eq_zero.mp ((pow_eq_zero_iff two_ne_zero).mp h2))
  · intro hd
    have h0 : ‖v - orthDual u‖ = 0 := by
      rw [norm_eq_zero, sub_eq_zero]
      exact hd
    have h1 : ‖dyad u v‖ ^ 2 = 1 := by
      rw [e, h0]
      ring
    exact (pow_eq_one_iff_of_nonneg (norm_nonneg _) two_ne_zero).mp h1

/-- If `⟨v, u⟩ = 1`, the projector `|u⟩⟨v|` is Hermitian exactly when `v = u / ‖u‖²`. -/
theorem hermitian_iff {u v : E} (h : ⟪v, u⟫_ℂ = 1) :
    (∀ x y : E, ⟪dyad u v x, y⟫_ℂ = ⟪x, dyad u v y⟫_ℂ) ↔ v = orthDual u := by
  have hn : ‖u‖ ≠ 0 := norm_ne_zero_iff.mpr (ne_zero_of_pairing h).1
  constructor
  · intro hs
    have h3 : (((‖u‖ ^ 2)⁻¹ : ℝ) : ℂ) * ((‖u‖ ^ 2 : ℝ) : ℂ) = 1 := by
      rw [← Complex.ofReal_mul, inv_mul_cancel₀ (pow_ne_zero 2 hn), Complex.ofReal_one]
    -- test the symmetry on `u` and an arbitrary `y`
    refine ext_inner_right ℂ fun y => ?_
    have hy := hs u y
    rw [dyad_apply, dyad_apply, h, one_smul, inner_smul_right, inner_self_real] at hy
    rw [orthDual, inner_smul_left, Complex.conj_ofReal, hy]
    linear_combination (-⟪v, y⟫_ℂ) * h3
  · intro hv x y
    rw [dyad_apply, dyad_apply, inner_smul_left, inner_smul_right, inner_conj_symm, hv,
      orthDual, inner_smul_left, inner_smul_right, Complex.conj_ofReal]
    ring

/-- For any vectors `u` and `v` and any bounded operator `V`, the matrix element `⟨v, V u⟩` is at
most `‖P‖ ‖V‖` in modulus, where `P = |u⟩⟨v|`. -/
theorem matrix_element_le (u v : E) (V : E →L[ℂ] E) :
    ‖⟪v, V u⟫_ℂ‖ ≤ ‖dyad u v‖ * ‖V‖ := by
  calc ‖⟪v, V u⟫_ℂ‖ ≤ ‖v‖ * ‖V u‖ := norm_inner_le_norm v (V u)
    _ ≤ ‖v‖ * (‖V‖ * ‖u‖) :=
        mul_le_mul_of_nonneg_left (V.le_opNorm u) (norm_nonneg v)
    _ = ‖dyad u v‖ * ‖V‖ := by
        rw [norm_dyad]
        ring

/-- The perturbation `V = |v⟩⟨u|` attains the bound `‖P‖ ‖V‖` on the matrix element
`⟨v, V u⟩`, where `P = |u⟩⟨v|`. -/
theorem matrix_element_attained (u v : E) :
    ‖⟪v, dyad v u u⟫_ℂ‖ = ‖dyad u v‖ * ‖dyad v u‖ := by
  rw [dyad_apply, inner_smul_right, inner_self_real, inner_self_real, norm_mul,
    Complex.norm_real, Complex.norm_real, Real.norm_of_nonneg (by positivity),
    Real.norm_of_nonneg (by positivity), norm_dyad, norm_dyad]
  ring

/-- In `ℂ²` the vectors `u = (1, 0)` and `v = (1, t)` with real `t` satisfy `⟨v, u⟩ = 1`, and
the projector `|u⟩⟨v|` has squared norm `1 + t²`. -/
theorem oblique_projector_witness (t : ℝ) :
    ⟪(!₂[1, (t : ℂ)] : EuclideanSpace ℂ (Fin 2)), !₂[1, 0]⟫_ℂ = 1 ∧
      ‖dyad (!₂[1, 0] : EuclideanSpace ℂ (Fin 2)) !₂[1, (t : ℂ)]‖ ^ 2 = 1 + t ^ 2 := by
  constructor
  · simp [PiLp.inner_apply, Fin.sum_univ_two]
  · rw [norm_dyad, mul_pow, EuclideanSpace.norm_sq_eq, EuclideanSpace.norm_sq_eq]
    simp [Fin.sum_univ_two]

end

end ObliqueProjectorNorm
```

```lean
#print axioms ObliqueProjectorNorm.oblique_projector_norm
-- 'ObliqueProjectorNorm.oblique_projector_norm' depends on axioms: [propext, Classical.choice, Quot.sound]
#print axioms ObliqueProjectorNorm.hermitian_iff
-- 'ObliqueProjectorNorm.hermitian_iff' depends on axioms: [propext, Classical.choice, Quot.sound]
#print axioms ObliqueProjectorNorm.matrix_element_le
-- 'ObliqueProjectorNorm.matrix_element_le' depends on axioms: [propext, Classical.choice, Quot.sound]
#print axioms ObliqueProjectorNorm.matrix_element_attained
-- 'ObliqueProjectorNorm.matrix_element_attained' depends on axioms: [propext, Classical.choice, Quot.sound]
```

### From the calculation to the proof

`dyad_apply` holds by definition and lets the later proofs replace the operator by $\langle v,x\rangle u$. Two private lemmas supply small facts: `inner_self_real` writes $\langle u,u\rangle$ as the real number $\|u\|^2$ inside $\mathbb C$, and `ne_zero_of_pairing` observes that unit overlap excludes zero vectors. The second lemma also ensures that the division in `orthDual u` is a genuine one wherever unit overlap is assumed.

In `dyad_idempotent_iff`, the forward direction evaluates $P^2=P$ at `v`. It then cancels the nonzero vector `u` with `smul_left_injective` and the nonzero number $\langle v,v\rangle$ with `mul_left_cancel₀`. The reverse direction is the calculation of $P(Px)$ for an arbitrary $x$.

`norm_dyad` uses two Mathlib facts: the norm of a map "functional times fixed vector" is the product of the two norms, and the functional $x\mapsto\langle v,x\rangle$ has norm $\|v\|$. Together they replace the argument with the maximising vector $x=v$.

`norm_sq_excess` follows the expansion of $\|v-w\|^2$. The facts `h1` and `h2` are the real part of $\langle v,w\rangle$ and the length of $w$, and `norm_sub_sq` expands the square. With $c$ written for $1/\|u\|^2$, the two sides of the goal differ by $-(\|u\|^2c-1)^2$. This vanishes by `h3`, which says $\|u\|^2c=1$, and `linear_combination` checks the algebra.

The main theorem assembles these results. The lower bound is `norm_inner_le_norm`, Mathlib's Cauchy-Schwarz inequality. If the norm is one, the excess formula makes $\|u\|^2\|v-w\|^2$ zero; the first factor is nonzero, so $v=w$. If $v=w$, the formula gives $\|P\|^2=1$, and a nonnegative number whose square is one is itself one.

In `hermitian_iff`, the forward direction puts $x=u$ into the symmetry condition, and `ext_inner_right` concludes that two vectors are equal when their inner products with every $y$ agree. The reverse direction substitutes $v=w$ and compares both sides with `ring`.

The `calc` block of `matrix_element_le` is the chain of inequalities for $|\langle v,Vu\rangle|$, with `V.le_opNorm u` supplying $\|Vu\|\le\|V\|\,\|u\|$. `matrix_element_attained` computes both sides for $V=|v\rangle\langle u|$, and the example in $\mathbb C^2$ is a sum over two components.

### What a different overlap does

Take $u=(1,0)$ and $v=(\tfrac12,0)$, so that $\langle v,u\rangle=\tfrac12$. Then $P$ halves the first component and removes the second. It has norm $\tfrac12$, and $P^2=\tfrac12P\neq P$. A positive overlap is thus not enough for idempotence or for the lower bound.

The nonzero vectors in `dyad_idempotent_iff` matter too: for $u=0$ the map $P=0$ is idempotent, although $\langle v,u\rangle=0$.

### Where the factor appears

For a single isolated resonance of an energy-independent effective non-Hermitian Hamiltonian, $\|P\|$ bounds the first-order response of the complex energy to a perturbation of unit norm, and $\|P\|^2$ is the mode's Petermann factor in laser theory. For a simple eigenvalue in a finite matrix calculation, a large $\|u\|\,\|v\|$ at unit overlap signals that sufficiently small errors in the matrix can move the eigenvalue by much more than their own size.
